# Every differentiable curve of orthogonal 3×3 matrices has a unique angular velocity

## Frames, spin matrix and axial vector

Let R(t) be a real 3×3 matrix depending on time t, with

R(t)ᵀ R(t) = 1 at all times.

A vector v that is fixed in a rotating body points along R(t) v in space. Fix one time t and write D for the matrix of the derivatives of the entries of R at that time. The spin matrix is

W = D R(t)ᵀ.

Indices run over 0, 1, 2, as in the code. The cross product is the right-handed one,

(w × u)₀ = w₁u₂ − w₂u₁, (w × u)₁ = w₂u₀ − w₀u₂, (w × u)₂ = w₀u₁ − w₁u₀,

and the axial vector of a 3×3 matrix W is

axial W = (W₂₁, W₀₂, W₁₀).

The angular velocity will be w = axial(D Rᵀ), with components along the space-fixed axes. Angles are in radians.

## The velocity of a point in a rigid body

If the body's origin moves along c(t), the body-fixed point v is at x(t) = c(t) + R(t) v. Its velocity is c′ + D v, which seems to need all nine entries of D. Orthogonality reduces them to three numbers:

x′ = c′ + w × (R v).

In classical simulations that describe each rigid molecule by the position of its origin and its orientation, this relation gives the velocities of the atoms from the velocity of the origin and the angular velocity. It is purely kinematic: forces, torques and the equation of motion for w do not enter.

## From orthogonality to the cross product

**Skew-symmetry.** A left inverse of a square matrix is also a right inverse, so R Rᵀ = 1 at all times. Differentiating with the product rule gives

D Rᵀ + R Dᵀ = 0.

The second term is (D Rᵀ)ᵀ, hence Wᵀ = −W. This step works in every finite dimension.

**The cross product.** For a skew-symmetric 3×3 matrix the diagonal vanishes and W₀₁ = −W₁₀, W₁₂ = −W₂₁, W₂₀ = −W₀₂. With w = axial W,

(W u)₀ = W₀₁u₁ + W₀₂u₂ = −w₂u₁ + w₁u₂
(W u)₁ = W₁₀u₀ + W₁₂u₂ = w₂u₀ − w₀u₂
(W u)₂ = W₂₀u₀ + W₂₁u₁ = −w₁u₀ + w₀u₁

so W u = w × u.

**Existence.** Since RᵀR = 1,

D v = D Rᵀ R v = W (R v) = w × (R v).

**Uniqueness.** Suppose that a vector q also satisfies D v = q × (R v) for every v. Any u can be written as R v with v = Rᵀu, so q × u = w × u for all u. For u = (1, 0, 0) the product q × u is (0, q₂, −q₁), and for u = (0, 1, 0) its last component is q₀. All three components of q therefore agree with those of w.

**The converse.** Let r_j(t) be column j of R(t), and suppose that R′v = w × (R v) at all times, where w may now depend on time. Taking v to be the unit vectors gives r_j′ = w × r_j, and so

(r_i · r_j)′ = (w × r_i) · r_j + r_i · (w × r_j) = 0.

The entries of RᵀR are these scalar products. They are constant, so a curve that is orthogonal at time 0 stays orthogonal.

## A quarter turn in numbers

Take a rotation about the z axis that has reached the angle π/2 and has angular speed 3. By rows,

R = (0, −1, 0), (1, 0, 0), (0, 0, 1)
D = (−3, 0, 0), (0, −3, 0), (0, 0, 0)
D Rᵀ = (0, −3, 0), (3, 0, 0), (0, 0, 0)

The axial vector is w = (0, 0, 3). For v = (1, 2, 5) we have R v = (−2, 1, 5), and both D v and w × (R v) equal (−3, −6, 0).

## Orthogonality at a single instant is too little

Let R(t) = (1 + t)·1, a uniform expansion. At t = 0 this matrix is orthogonal, but at nearby times it is not. There D = 1 and D Rᵀ = 1, which is not skew-symmetric. An angular velocity would have to satisfy v = w × v for every v, yet w × v is perpendicular to v, so this fails for every nonzero v.

## What the Lean theorems say

`HasEntryDerivAt R D t` says that each entry of the matrix curve `R` has the corresponding entry of `D` as its derivative at `t`. Working entry by entry avoids the choice of a matrix norm. In the code `*ᵥ` is a matrix acting on a vector and `⨯₃` is the cross product.

The main theorem, `angular_velocity_existsUnique`, has two hypotheses: `horth`, orthogonality at every real time, and `hR`, the derivative at the one time `t`. It concludes that `D * (R t)ᵀ` is skew-symmetric and that exactly one `w` satisfies D v = w × (R v) for all `v`. The determinant is not restricted to +1, so curves of improper orthogonal matrices are included.

`rigid_body_velocity` adds the moving origin and states the velocity component by component. `orthogonal_of_angular_velocity` is the converse. It takes a differentiable solution as given and does not construct one from a prescribed `w`; no continuity of `w` is required. `rotZ_angular_velocity` treats the rotation about the z axis by an angle θ(t) with derivative `ω` at `t`: the derivative matrix sends each v to the cross product of (0, 0, ω) with the rotated vector R v.

```lean
import Mathlib

open Matrix

namespace InfinitesimalRotations

noncomputable section

/-- The matrix curve `R` has the entrywise time derivative `D` at time `t`. -/
def HasEntryDerivAt {n : Type*} (R : ℝ → Matrix n n ℝ) (D : Matrix n n ℝ) (t : ℝ) : Prop :=
  ∀ i j, HasDerivAt (fun s => R s i j) (D i j) t

/-- The axial vector of a 3×3 matrix, read off from three of its off-diagonal entries. -/
def axial (W : Matrix (Fin 3) (Fin 3) ℝ) : Fin 3 → ℝ := ![W 2 1, W 0 2, W 1 0]

/-- The rotation by the angle `φ` about the z axis. -/
def rotZ (φ : ℝ) : Matrix (Fin 3) (Fin 3) ℝ :=
  !![Real.cos φ, -Real.sin φ, 0; Real.sin φ, Real.cos φ, 0; 0, 0, 1]

/-- The product rule for time-dependent matrices, with the order of the factors kept. -/
theorem hasEntryDerivAt_mul {n : Type*} [Fintype n] {A B : ℝ → Matrix n n ℝ}
    {A' B' : Matrix n n ℝ} {t : ℝ} (hA : HasEntryDerivAt A A' t) (hB : HasEntryDerivAt B B' t) :
    HasEntryDerivAt (fun s => A s * B s) (A' * B t + A t * B') t := by
  intro i j
  have h : HasDerivAt (fun s => ∑ k, A s i k * B s k j)
      (∑ k, (A' i k * B t k j + A t i k * B' k j)) t :=
    HasDerivAt.fun_sum fun k _ => (hA i k).fun_mul (hB k j)
  simpa only [Matrix.mul_apply, Matrix.add_apply, Finset.sum_add_distrib] using h

/-- In any finite dimension, the spin matrix `R' Rᵀ` of a curve of orthogonal matrices is
skew-symmetric. -/
theorem spin_skew {n : Type*} [Fintype n] [DecidableEq n] {R : ℝ → Matrix n n ℝ}
    {D : Matrix n n ℝ} {t : ℝ} (horth : ∀ s, (R s)ᵀ * R s = 1) (hR : HasEntryDerivAt R D t) :
    (D * (R t)ᵀ)ᵀ = -(D * (R t)ᵀ) := by
  have hT : HasEntryDerivAt (fun s => (R s)ᵀ) Dᵀ t := fun i j => hR j i
  have h := hasEntryDerivAt_mul hR hT
  have hc : (fun s => R s * (R s)ᵀ) = fun _ => (1 : Matrix n n ℝ) :=
    funext fun s => mul_eq_one_comm.mp (horth s)
  rw [hc] at h
  -- the derivative of the constant `R Rᵀ = 1` vanishes
  have hz : D * (R t)ᵀ + R t * Dᵀ = 0 := by
    ext i j
    exact (h i j).unique (hasDerivAt_const t ((1 : Matrix n n ℝ) i j))
  rw [Matrix.transpose_mul, Matrix.transpose_transpose]
  exact eq_neg_of_add_eq_zero_right hz

/-- A skew-symmetric 3×3 matrix acts on vectors as the cross product with its axial vector. -/
theorem skew_mulVec_eq_cross {W : Matrix (Fin 3) (Fin 3) ℝ} (hW : Wᵀ = -W) (v : Fin 3 → ℝ) :
    W *ᵥ v = (axial W) ⨯₃ v := by
  have h : ∀ i j, W j i = -W i j := fun i j => congrFun (congrFun hW i) j
  have h0 : W 0 0 = 0 := by linarith [h 0 0]
  have h1 : W 1 1 = 0 := by linarith [h 1 1]
  have h2 : W 2 2 = 0 := by linarith [h 2 2]
  have h01 : W 0 1 = -W 1 0 := h 1 0
  have h12 : W 1 2 = -W 2 1 := h 2 1
  have h20 : W 2 0 = -W 0 2 := h 0 2
  ext i
  fin_cases i <;>
    simp [axial, cross_apply, Matrix.mulVec, dotProduct, Fin.sum_univ_three,
      h0, h1, h2, h01, h12, h20] <;> ring

/-- The derivative of a rotating frame acts as the cross product of the axial vector of
`R' Rᵀ` with the rotated vector. -/
theorem deriv_mulVec_eq_cross {R : ℝ → Matrix (Fin 3) (Fin 3) ℝ} {D : Matrix (Fin 3) (Fin 3) ℝ}
    {t : ℝ} (horth : ∀ s, (R s)ᵀ * R s = 1) (hR : HasEntryDerivAt R D t) (v : Fin 3 → ℝ) :
    D *ᵥ v = (axial (D * (R t)ᵀ)) ⨯₃ (R t *ᵥ v) := by
  rw [← skew_mulVec_eq_cross (spin_skew horth hR), Matrix.mulVec_mulVec, Matrix.mul_assoc,
    horth t, Matrix.mul_one]

/-- For a differentiable curve of orthogonal 3×3 matrices, `R' Rᵀ` is skew-symmetric and there
is exactly one angular velocity `w` with `R' v = w × (R v)` for every vector `v`. -/
theorem angular_velocity_existsUnique {R : ℝ → Matrix (Fin 3) (Fin 3) ℝ}
    {D : Matrix (Fin 3) (Fin 3) ℝ} {t : ℝ} (horth : ∀ s, (R s)ᵀ * R s = 1)
    (hR : HasEntryDerivAt R D t) :
    (D * (R t)ᵀ)ᵀ = -(D * (R t)ᵀ) ∧
      ∃! w : Fin 3 → ℝ, ∀ v : Fin 3 → ℝ, D *ᵥ v = w ⨯₃ (R t *ᵥ v) := by
  refine ⟨spin_skew horth hR, axial (D * (R t)ᵀ), deriv_mulVec_eq_cross horth hR, ?_⟩
  intro w hw
  -- every vector `u` is of the form `R v`, with `v = Rᵀ u`
  have h : ∀ u : Fin 3 → ℝ, w ⨯₃ u = (axial (D * (R t)ᵀ)) ⨯₃ u := by
    intro u
    have e : R t *ᵥ ((R t)ᵀ *ᵥ u) = u := by
      rw [Matrix.mulVec_mulVec, mul_eq_one_comm.mp (horth t), Matrix.one_mulVec]
    have h1 := (hw ((R t)ᵀ *ᵥ u)).symm.trans (deriv_mulVec_eq_cross horth hR ((R t)ᵀ *ᵥ u))
    rwa [e] at h1
  generalize axial (D * (R t)ᵀ) = w' at h
  -- two unit vectors suffice to read off all components
  have a := congrFun (h ![1, 0, 0]) 1
  have b := congrFun (h ![1, 0, 0]) 2
  have c := congrFun (h ![0, 1, 0]) 2
  simp [cross_apply] at a b c
  ext i
  fin_cases i
  exacts [c, b, a]

/-- The velocity of a point of a rigid body is the velocity of the body's origin `c` plus the
cross product of the angular velocity with the position relative to that origin. -/
theorem rigid_body_velocity {R : ℝ → Matrix (Fin 3) (Fin 3) ℝ} {D : Matrix (Fin 3) (Fin 3) ℝ}
    {c : ℝ → Fin 3 → ℝ} {c' : Fin 3 → ℝ} {t : ℝ} (horth : ∀ s, (R s)ᵀ * R s = 1)
    (hR : HasEntryDerivAt R D t) (hc : ∀ i, HasDerivAt (fun s => c s i) (c' i) t)
    (v : Fin 3 → ℝ) (i : Fin 3) :
    HasDerivAt (fun s => (c s + R s *ᵥ v) i)
      ((c' + (axial (D * (R t)ᵀ)) ⨯₃ (R t *ᵥ v)) i) t := by
  rw [← deriv_mulVec_eq_cross horth hR]
  have h : HasDerivAt (fun s => ∑ k, R s i k * v k) (∑ k, D i k * v k) t :=
    HasDerivAt.fun_sum fun k _ => (hR i k).mul_const (v k)
  exact (hc i).fun_add h

/-- Conversely, a matrix curve that obeys `R' v = w × (R v)` at all times and is orthogonal at
time zero is orthogonal at all times. -/
theorem orthogonal_of_angular_velocity {R R' : ℝ → Matrix (Fin 3) (Fin 3) ℝ}
    {w : ℝ → Fin 3 → ℝ} (hR : ∀ t, HasEntryDerivAt R (R' t) t)
    (hw : ∀ t (v : Fin 3 → ℝ), R' t *ᵥ v = (w t) ⨯₃ (R t *ᵥ v))
    (h0 : (R 0)ᵀ * R 0 = 1) (t : ℝ) : (R t)ᵀ * R t = 1 := by
  -- each column of `R` turns with angular velocity `w`
  have hcol : ∀ s k j, R' s k j = ((w s) ⨯₃ (fun l => R s l j)) k := by
    intro s k j
    have h := congrFun (hw s (Pi.single j 1)) k
    simp only [Matrix.mulVec_single_one] at h
    exact h
  have e0 : ∀ s j, R' s 0 j = w s 1 * R s 2 j - w s 2 * R s 1 j := fun s j => by
    rw [hcol, cross_apply]; rfl
  have e1 : ∀ s j, R' s 1 j = w s 2 * R s 0 j - w s 0 * R s 2 j := fun s j => by
    rw [hcol, cross_apply]; rfl
  have e2 : ∀ s j, R' s 2 j = w s 0 * R s 1 j - w s 1 * R s 0 j := fun s j => by
    rw [hcol, cross_apply]; rfl
  ext i j
  -- so the scalar products of the columns do not change
  have hd : ∀ s, HasDerivAt (fun s => ((R s)ᵀ * R s) i j) 0 s := by
    intro s
    have hT : HasEntryDerivAt (fun s => (R s)ᵀ) (R' s)ᵀ s := fun i j => hR s j i
    refine (hasEntryDerivAt_mul hT (hR s) i j).congr_deriv ?_
    simp only [Matrix.add_apply, Matrix.mul_apply, Matrix.transpose_apply,
      Fin.sum_univ_three, e0, e1, e2]
    ring
  have h := is_const_of_deriv_eq_zero (fun s => (hd s).differentiableAt)
    (fun s => (hd s).deriv) t 0
  exact h.trans (congrFun (congrFun h0 i) j)

/-- A rotation about the z axis by the time-dependent angle `θ` has the angular velocity
`(0, 0, θ')`. -/
theorem rotZ_angular_velocity {θ : ℝ → ℝ} {ω t : ℝ} (hθ : HasDerivAt θ ω t) :
    HasEntryDerivAt (fun s => rotZ (θ s)) (!![0, -ω, 0; ω, 0, 0; 0, 0, 0] * rotZ (θ t)) t ∧
      ∀ v : Fin 3 → ℝ, (!![0, -ω, 0; ω, 0, 0; 0, 0, 0] * rotZ (θ t)) *ᵥ v =
        ![0, 0, ω] ⨯₃ (rotZ (θ t) *ᵥ v) := by
  constructor
  · have e : !![0, -ω, 0; ω, 0, 0; 0, 0, 0] * rotZ (θ t) =
        !![-Real.sin (θ t) * ω, -(Real.cos (θ t) * ω), 0;
          Real.cos (θ t) * ω, -Real.sin (θ t) * ω, 0; 0, 0, 0] := by
      ext i j
      fin_cases i <;> fin_cases j <;>
        simp [rotZ, Matrix.mul_apply, Fin.sum_univ_three] <;> ring
    rw [e]
    have hz := hasDerivAt_const t (0 : ℝ)
    intro i j
    fin_cases i <;> fin_cases j
    exacts [hθ.cos, hθ.sin.fun_neg, hz, hθ.sin, hθ.cos, hz, hz, hz, hasDerivAt_const t (1 : ℝ)]
  · intro v
    have hs : (!![0, -ω, 0; ω, 0, 0; 0, 0, 0])ᵀ = -!![0, -ω, 0; ω, 0, 0; 0, 0, 0] := by
      ext i j
      fin_cases i <;> fin_cases j <;> simp
    have ha : axial !![0, -ω, 0; ω, 0, 0; 0, 0, 0] = ![0, 0, ω] := by
      simp [axial]
    rw [← Matrix.mulVec_mulVec, skew_mulVec_eq_cross hs, ha]

end

end InfinitesimalRotations
```

```lean
#print axioms InfinitesimalRotations.angular_velocity_existsUnique
#print axioms InfinitesimalRotations.rigid_body_velocity
#print axioms InfinitesimalRotations.orthogonal_of_angular_velocity
#print axioms InfinitesimalRotations.rotZ_angular_velocity
```

```
'InfinitesimalRotations.angular_velocity_existsUnique' depends on axioms: [propext, Classical.choice, Quot.sound]
'InfinitesimalRotations.rigid_body_velocity' depends on axioms: [propext, Classical.choice, Quot.sound]
'InfinitesimalRotations.orthogonal_of_angular_velocity' depends on axioms: [propext, Classical.choice, Quot.sound]
'InfinitesimalRotations.rotZ_angular_velocity' depends on axioms: [propext, Classical.choice, Quot.sound]
```

## How the proofs follow the derivation

`hasEntryDerivAt_mul` is the product rule. It writes an entry of the product as a finite sum, differentiates each term, and keeps the order of the factors.

`spin_skew` applies this rule to R and Rᵀ. The step `hc` replaces R Rᵀ by the constant 1, using `mul_eq_one_comm` to pass from RᵀR to R Rᵀ. The same function now has two derivatives, the product-rule expression and zero. Uniqueness of derivatives equates them in `hz`, and rearranging gives skew-symmetry.

`skew_mulVec_eq_cross` extracts the relations between the entries of W from the matrix equation and then checks the three components, as in the derivation above. `deriv_mulVec_eq_cross` is the existence argument read backwards: it turns the cross product into the action of D Rᵀ on R v, regroups the product, and cancels RᵀR.

In `angular_velocity_existsUnique`, the axial vector is supplied as the witness. For uniqueness, `e` states that R(Rᵀu) = u, so `h` compares the two cross products on an arbitrary `u`. The equations `a`, `b` and `c` come from the first two unit vectors and give components 2, 1 and 0 respectively.

`rigid_body_velocity` differentiates the sum for R v with `v` held constant and adds the derivative of the origin.

For the converse, `hcol` applies the hypothesis to a unit vector to obtain the equation for a column, and `e0`, `e1` and `e2` write out its components. In `hd` the product rule gives the derivative of an entry of RᵀR; after these components are inserted, `ring` confirms that everything cancels. A function whose derivative is zero everywhere is constant, so its value at `t` equals its value at time 0.

The first half of `rotZ_angular_velocity` multiplies out the proposed derivative matrix and compares it with the derivatives of the sines and cosines. The second half checks that the matrix built from `ω` is skew-symmetric with axial vector (0, 0, ω), and then uses `skew_mulVec_eq_cross`.
